# Hard-sphere cavity work: volume scaling for vanishing cavities, area scaling for the extrapolated quadratic

When I add a cavity term to a continuum-solvent calculation, I evaluate a quadratic in $x$, the ratio of solute to solvent diameter. Its coefficients come from expanding the hard-sphere insertion work at a point solute, $x=0$. The work should scale with volume for a vanishing cavity, and the quadratic with area for a large solute. Can both limits, and the coefficients connecting them, be made rigorous and machine-checked?

## From the empty-cavity probability to both limits

Yes, provided that the area law is read as a statement about the quadratic. Let $\eta$ be the solvent packing fraction, with $0<\eta<1$. Solvent centres are excluded from a sphere whose diameter is $1+x$ solvent diameters, so it would contain $v=\eta(1+x)^3$ centres on average. If it can hold at most one centre, it is empty with probability $1-v$, and the work in thermal units is

$$W(x)=-\ln(1-v).$$

**Volume.** Applying $\ln u\le u-1$ to $u=1-v$ and to $u=1/(1-v)$ gives $v\le W\le v/(1-v)$ for $v<1$. Dividing by $(1+x)^3>0$,

$$\eta\le\frac{W}{(1+x)^3}\le\frac{\eta}{1-v}.$$

Values $-1<x<0$ describe cavities smaller than the one a point solute needs, not solutes of negative size. As $x$ decreases to $-1$, $v\to0$ and both bounds tend to $\eta$.

**Coefficients.** Put $A=\eta/(1-\eta)$. The growth force is $W'(x)=3\eta(1+x)^2/(1-v)$, so $W'(0)=3A$. The quotient rule gives

$$W''(0)=\frac{6\eta(1-\eta)+9\eta^2}{(1-\eta)^2}=6A+9A^2.$$

With $B=W''(0)/2=3A+9A^2/2$, the quadratic is $P(x)=-\ln(1-\eta)+3Ax+Bx^2$.

**Error.** Since $A(1-\eta)=\eta$, we have $1-v=(1-\eta)(1-t)$ with $t=xAq$ and $q=3+3x+x^2$. Expanding,

$$t+\tfrac{t^2}{2}=3Ax+Bx^2+x^3R,\qquad R=A+\tfrac{A^2}{2}(3+x)(6+3x+x^2).$$

Hence $W-P=x^3R-\left(t+t^2/2+\ln(1-t)\right)$. For $|t|\le1/2$ the bracket is at most $2|t|^3$ in size, so

$$\frac{|W-P|}{x^2}\le|x|\left(|R|+2|Aq|^3\right)\to0\qquad(x\to0).$$

**Area.** For $x>0$, $P/x^2=-\ln(1-\eta)/x^2+3A/x+B$, which tends to $B$ as $x\to\infty$. Since $A>0$, $B>0$.

The one-centre formula for $W$ has no such large-$x$ regime: it diverges as $x$ rises to the finite $c$ with $\eta(1+c)^3=1$. This $c$ is positive, so it lies outside the range where the formula describes hard spheres.

## The limits as Lean states them

`insertionWork` is $W$, `growthForce` is $W'$ where $v<1$, `occupiedRatio` is $A$, `areaCoeff` is $B$ and `extrapolatedWork` is $P$. All are functions of real numbers.

`volume_to_area_crossover` assumes $0<\eta<1$ and joins four statements: the volume limit, the $o(x^2)$ error, the area limit and $B>0$. The filter `𝓝[>] (-1)` means approach from above, `𝓝[≠] 0` means approach to zero from either side, and `atTop` means $x\to\infty$. The derivatives and the divergence have their own theorems, `taylor_coefficients` and `insertionWork_diverges`.

The formula for $W$ is a definition, not derived from statistical mechanics. Its one-centre argument holds for hard spheres up to $x=0$. The quadratic omits solute–solvent attraction and the cubic pressure–volume term, and its accuracy for large solutes is not established here.

## How the proof follows the algebra

`insertionWork_bounds` proves the two logarithm inequalities, and `volume_scaling` squeezes the ratio between them. `hasDerivAt_emptyProbability` differentiates $1-v$; `hasDerivAt_insertionWork` then gives the growth force, whose derivative at zero `taylor_coefficients` finds by the quotient rule.

`log_series_error` takes Mathlib's remainder bound for the logarithm series and simplifies it to $2|t|^3$. In `extrapolation_error`, `hfac` is the factorisation of $1-v$, the identity `e` isolates $x^3R$, and `squeeze_zero_norm'` finishes with the bound above.

`area_scaling` substitutes $y=1/x$, turning the limit into continuity at $y=0$. `insertionWork_diverges` shows that $1-v$ tends to zero through positive values, where minus the logarithm tends to infinity.

```lean
import Mathlib

open Filter Topology

namespace CavityInsertionWork

noncomputable section

/-- The one-centre formula for the work, in thermal units, of emptying a sphere of `1 + x` solvent
diameters in a hard-sphere fluid of packing fraction `η`. It describes hard spheres for `-1 ≤ x ≤
0`; the logarithm's argument is positive when `η (1 + x)^3 < 1`. -/
def insertionWork (η x : ℝ) : ℝ := -Real.log (1 - η * (1 + x) ^ 3)

/-- The force resisting growth of the cavity, on the domain `η (1 + x)^3 < 1`. -/
def growthForce (η x : ℝ) : ℝ := 3 * η * (1 + x) ^ 2 / (1 - η * (1 + x) ^ 3)

/-- Ratio of occupied to free volume in the solvent, for `η ≠ 1`. -/
def occupiedRatio (η : ℝ) : ℝ := η / (1 - η)

/-- Coefficient of the squared solute size in the extrapolated work, for `η ≠ 1`. -/
def areaCoeff (η : ℝ) : ℝ := 3 * occupiedRatio η + 9 * occupiedRatio η ^ 2 / 2

/-- The quadratic used to extrapolate the insertion work from a point solute to larger ones,
for `η < 1`. -/
def extrapolatedWork (η x : ℝ) : ℝ :=
  -Real.log (1 - η) + 3 * occupiedRatio η * x + areaCoeff η * x ^ 2

/-- The insertion work lies between the mean number of solvent centres in the cavity and
that number divided by the probability that the cavity is empty. -/
theorem insertionWork_bounds {η x : ℝ} (h : η * (1 + x) ^ 3 < 1) :
    η * (1 + x) ^ 3 ≤ insertionWork η x ∧
      insertionWork η x ≤ η * (1 + x) ^ 3 / (1 - η * (1 + x) ^ 3) := by
  have hp : 0 < 1 - η * (1 + x) ^ 3 := by linarith
  unfold insertionWork
  constructor
  · linarith [Real.log_le_sub_one_of_pos hp]
  · have h1 := Real.log_le_sub_one_of_pos (inv_pos.mpr hp)
    rw [Real.log_inv] at h1
    have hm := mul_inv_cancel₀ hp.ne'
    have e : η * (1 + x) ^ 3 / (1 - η * (1 + x) ^ 3) = (1 - η * (1 + x) ^ 3)⁻¹ - 1 := by
      rw [div_eq_mul_inv]
      linear_combination (-1 : ℝ) * hm
    rw [e]
    exact h1

/-- Volume scaling: for a vanishing cavity the work per cubed cavity size tends to `η`. -/
theorem volume_scaling (η : ℝ) :
    Tendsto (fun x => insertionWork η x / (1 + x) ^ 3) (𝓝[>] (-1)) (𝓝 η) := by
  have hc : Tendsto (fun x : ℝ => η / (1 - η * (1 + x) ^ 3)) (𝓝[>] (-1)) (𝓝 η) := by
    have h : ContinuousAt (fun x : ℝ => η / (1 - η * (1 + x) ^ 3)) (-1) := by
      fun_prop (disch := norm_num)
    have h2 := h.tendsto.mono_left (nhdsWithin_le_nhds (s := Set.Ioi (-1)))
    simpa using h2
  have hs : ∀ᶠ x in 𝓝[>] (-1 : ℝ), η * (1 + x) ^ 3 < 1 := by
    have h : ContinuousAt (fun x : ℝ => η * (1 + x) ^ 3) (-1) := by fun_prop
    exact nhdsWithin_le_nhds (h.eventually_lt continuousAt_const (by norm_num))
  have hpos : ∀ᶠ x in 𝓝[>] (-1 : ℝ), 0 < (1 + x) ^ 3 := by
    filter_upwards [self_mem_nhdsWithin] with x hx
    have h1 : -1 < x := hx
    exact pow_pos (by linarith) 3
  -- squeeze between the two bounds on the work
  refine tendsto_of_tendsto_of_tendsto_of_le_of_le' tendsto_const_nhds hc ?_ ?_
  · filter_upwards [hs, hpos] with x hx hp
    rw [le_div_iff₀ hp]
    exact (insertionWork_bounds hx).1
  · filter_upwards [hs, hpos] with x hx hp
    rw [div_le_iff₀ hp]
    exact (insertionWork_bounds hx).2.trans_eq (by ring)

/-- The probability that the cavity is empty decreases with solute size at the rate
`3 η (1 + x)^2`. -/
theorem hasDerivAt_emptyProbability (η x : ℝ) :
    HasDerivAt (fun y : ℝ => 1 - η * (1 + y) ^ 3) (-(3 * η * (1 + x) ^ 2)) x := by
  have h1 := ((((hasDerivAt_id' x).const_add 1).fun_pow 3).const_mul η).const_sub 1
  exact h1.congr_deriv (by norm_num; ring)

/-- The growth force is the derivative of the insertion work with respect to solute size. -/
theorem hasDerivAt_insertionWork {η x : ℝ} (h : η * (1 + x) ^ 3 < 1) :
    HasDerivAt (insertionWork η) (growthForce η x) x := by
  have hp : 1 - η * (1 + x) ^ 3 ≠ 0 := by linarith
  have h1 := ((hasDerivAt_emptyProbability η x).log hp).fun_neg
  exact h1.congr_deriv (by unfold growthForce; ring)

/-- Value, slope and curvature of the insertion work at a point solute. -/
theorem taylor_coefficients {η : ℝ} (h : η < 1) :
    insertionWork η 0 = -Real.log (1 - η) ∧
      HasDerivAt (insertionWork η) (3 * occupiedRatio η) 0 ∧
      HasDerivAt (growthForce η) (2 * areaCoeff η) 0 := by
  have hne : 1 - η ≠ 0 := by linarith
  refine ⟨by simp [insertionWork], ?_, ?_⟩
  · refine (hasDerivAt_insertionWork (by simpa using h)).congr_deriv ?_
    simp only [growthForce, occupiedRatio, add_zero, one_pow, mul_one]
    ring
  · have hn : HasDerivAt (fun y : ℝ => 3 * η * (1 + y) ^ 2) (6 * η) 0 := by
      have h1 := (((hasDerivAt_id' (0 : ℝ)).const_add 1).fun_pow 2).const_mul (3 * η)
      exact h1.congr_deriv (by norm_num; ring)
    have h2 := hn.fun_div (hasDerivAt_emptyProbability η 0) (by simpa using hne)
    refine h2.congr_deriv ?_
    simp only [areaCoeff, occupiedRatio, add_zero, one_pow, mul_one]
    field_simp
    ring

/-- The logarithm agrees with its second-order series up to a cubic error. -/
theorem log_series_error {t : ℝ} (ht : |t| ≤ 1 / 2) :
    |t + t ^ 2 / 2 + Real.log (1 - t)| ≤ 2 * |t| ^ 3 := by
  have h := Real.abs_log_sub_add_sum_range_le (x := t) (by linarith) 2
  have e : ∑ i ∈ Finset.range 2, t ^ (i + 1) / ((i : ℝ) + 1) = t + t ^ 2 / 2 := by
    norm_num [Finset.sum_range_succ]
  rw [e] at h
  refine h.trans ?_
  rw [div_le_iff₀ (by linarith)]
  have e3 : |t| ^ (2 + 1) = |t| ^ 3 := by norm_num
  rw [e3]
  nlinarith [mul_nonneg (pow_nonneg (abs_nonneg t) 3) (by linarith : 0 ≤ 1 - 2 * |t|)]

/-- Near a point solute the extrapolated work differs from the insertion work by an error
that is small compared with the squared solute size. -/
theorem extrapolation_error {η : ℝ} (h : η < 1) :
    Tendsto (fun x => (insertionWork η x - extrapolatedWork η x) / x ^ 2) (𝓝[≠] 0) (𝓝 0) := by
  have hne : 1 - η ≠ 0 := by linarith
  have hA : occupiedRatio η * (1 - η) = η := div_mul_cancel₀ η hne
  unfold insertionWork extrapolatedWork areaCoeff
  generalize occupiedRatio η = A at hA ⊢
  have hb : Continuous (fun x : ℝ => |x| * (2 * |A * (3 + 3 * x + x ^ 2)| ^ 3
      + |A + A ^ 2 / 2 * (3 + x) * (6 + 3 * x + x ^ 2)|)) := by fun_prop
  have hsmall : ∀ᶠ x in 𝓝[≠] (0 : ℝ), |x * (A * (3 + 3 * x + x ^ 2))| < 1 / 2 := by
    have hc : ContinuousAt (fun x : ℝ => |x * (A * (3 + 3 * x + x ^ 2))|) 0 := by fun_prop
    exact nhdsWithin_le_nhds (hc.eventually_lt continuousAt_const (by norm_num))
  refine squeeze_zero_norm' ?_ ((hb.tendsto' 0 0 (by simp)).mono_left nhdsWithin_le_nhds)
  filter_upwards [hsmall, self_mem_nhdsWithin] with x hx hx0
  have hx0' : x ≠ 0 := hx0
  have hs := log_series_error hx.le
  have ht : 1 - x * (A * (3 + 3 * x + x ^ 2)) ≠ 0 := by
    linarith [le_abs_self (x * (A * (3 + 3 * x + x ^ 2)))]
  -- split off the empty probability of a point solute
  have hfac : 1 - η * (1 + x) ^ 3 = (1 - η) * (1 - x * (A * (3 + 3 * x + x ^ 2))) := by
    linear_combination (x * (3 + 3 * x + x ^ 2)) * hA
  rw [hfac, Real.log_mul hne ht, Real.norm_eq_abs, abs_div, abs_pow,
    div_le_iff₀ (pow_pos (abs_pos.mpr hx0') 2)]
  generalize Real.log (1 - x * (A * (3 + 3 * x + x ^ 2))) = l at hs ⊢
  have e : -(Real.log (1 - η) + l) - (-Real.log (1 - η) + 3 * A * x
      + (3 * A + 9 * A ^ 2 / 2) * x ^ 2)
      = x ^ 3 * (A + A ^ 2 / 2 * (3 + x) * (6 + 3 * x + x ^ 2))
        - (x * (A * (3 + 3 * x + x ^ 2)) + (x * (A * (3 + 3 * x + x ^ 2))) ^ 2 / 2 + l) := by
    ring
  rw [e]
  refine (abs_sub _ _).trans ?_
  rw [abs_mul x (A * (3 + 3 * x + x ^ 2)), mul_pow |x|] at hs
  rw [abs_mul (x ^ 3), abs_pow]
  linarith

/-- Area scaling: for large solutes the extrapolated work per squared solute size tends to
the area coefficient. -/
theorem area_scaling (η : ℝ) :
    Tendsto (fun x => extrapolatedWork η x / x ^ 2) atTop (𝓝 (areaCoeff η)) := by
  have hc : Continuous (fun y : ℝ =>
      -Real.log (1 - η) * y ^ 2 + 3 * occupiedRatio η * y + areaCoeff η) := by fun_prop
  refine ((hc.tendsto' 0 (areaCoeff η) (by simp)).comp tendsto_inv_atTop_zero).congr' ?_
  filter_upwards [eventually_gt_atTop (0 : ℝ)] with x hx
  simp only [Function.comp_apply, extrapolatedWork]
  field_simp

/-- The one-centre formula for the work diverges as `x` rises to the finite value `c` at which `η (1
+ c)^3 = 1`. -/
theorem insertionWork_diverges {η c : ℝ} (h0 : 0 < η) (hc : η * (1 + c) ^ 3 = 1) :
    Tendsto (insertionWork η) (𝓝[<] c) atTop := by
  have h : Tendsto (fun x : ℝ => 1 - η * (1 + x) ^ 3) (𝓝[<] c) (𝓝[>] 0) := by
    refine tendsto_nhdsWithin_iff.mpr ⟨?_, ?_⟩
    · have hk : Continuous (fun x : ℝ => 1 - η * (1 + x) ^ 3) := by fun_prop
      exact (hk.tendsto' c 0 (by linarith)).mono_left nhdsWithin_le_nhds
    · filter_upwards [self_mem_nhdsWithin] with x hx
      have h1 : x < c := hx
      have h2 : (1 + x) ^ 3 < (1 + c) ^ 3 :=
        (Odd.strictMono_pow (by decide : Odd 3)) (by linarith)
      have h3 := mul_lt_mul_of_pos_left h2 h0
      exact Set.mem_Ioi.mpr (by linarith)
  exact tendsto_neg_atBot_atTop.comp (Real.tendsto_log_nhdsGT_zero.comp h)

/-- From volume to area: the insertion work scales with cavity volume for vanishing cavities,
and its second-order expansion at a point solute scales with area for large solutes, with a
positive coefficient. -/
theorem volume_to_area_crossover {η : ℝ} (h0 : 0 < η) (h1 : η < 1) :
    Tendsto (fun x => insertionWork η x / (1 + x) ^ 3) (𝓝[>] (-1)) (𝓝 η) ∧
      Tendsto (fun x => (insertionWork η x - extrapolatedWork η x) / x ^ 2) (𝓝[≠] 0) (𝓝 0) ∧
      Tendsto (fun x => extrapolatedWork η x / x ^ 2) atTop (𝓝 (areaCoeff η)) ∧
      0 < areaCoeff η := by
  refine ⟨volume_scaling η, extrapolation_error h1, area_scaling η, ?_⟩
  have hA : 0 < occupiedRatio η := div_pos h0 (by linarith)
  unfold areaCoeff
  positivity

end

end CavityInsertionWork
```

```lean
#print axioms CavityInsertionWork.taylor_coefficients
-- 'CavityInsertionWork.taylor_coefficients' depends on axioms: [propext, Classical.choice, Quot.sound]
#print axioms CavityInsertionWork.insertionWork_diverges
-- 'CavityInsertionWork.insertionWork_diverges' depends on axioms: [propext, Classical.choice, Quot.sound]
#print axioms CavityInsertionWork.volume_to_area_crossover
-- 'CavityInsertionWork.volume_to_area_crossover' depends on axioms: [propext, Classical.choice, Quot.sound]
```
